# A small harmonic ring can miss an instability that a larger ring with the same springs shows

## Stable with six atoms, unstable with eight

Let $u_n$ be the real displacement of atom $n$ on a periodic ring of $N$ atoms, with the energy

$$E(u)=\sum_n \left[K_1(u_{n+1}-u_n)^2+K_2(u_{n+2}-u_n)^2\right],$$

where site indices are taken modulo $N$. I set $K_1=1$ and $K_2=-0.3$. With six atoms I find no displacement that lowers the energy. With eight atoms and the same two constants, I do. No bond has changed, so what does the larger ring know that the smaller one doesn't? And is there a condition on $K_1$ and $K_2$ that makes every ring safe?

## The longest wave that fits decides

Conventions first. There is no factor $1/2$ in $E$, so the usual spring constants are $2K_1$ and $2K_2$. "Stable" means $E(u)\ge 0$ for all $u$, which allows displacements that cost nothing. For $k=0,\dots,N-1$, write $\theta_k=\pi k/N$, $z_k=e^{2i\theta_k}$ and $A_k=\sum_n u_n z_k^{-n}$.

For $N\ge 3$ and $K_1>0$, the ring is stable exactly when

$$K_1+4K_2\cos^2(\pi/N)\ge 0.$$

Your constants give $0.1$ for $N=6$ and about $-0.02$ for $N=8$. The larger ring admits a longer wave, and that wave is the unstable one. Still with $K_1>0$, all rings with $N\ge3$ are stable exactly when $K_1+4K_2\ge 0$; yours gives $-0.2$.

### From bonds to waves

Shifting the summation index shows that the stretch $u_{n+a}-u_n$ has the amplitudes $(z_k^a-1)A_k$. For any real $f_n$ with amplitudes $F_k=\sum_n f_n z_k^{-n}$,

$$\sum_k|F_k|^2=\sum_{n,m}f_nf_m\sum_k e^{-2\pi i k(n-m)/N}=N\sum_n f_n^2,$$

because the inner sum is $N$ for $n=m$ and a vanishing geometric sum otherwise. Applying this to both kinds of stretch gives

$$N\,E(u)=\sum_k s_k|A_k|^2,\qquad s_k=K_1|z_k-1|^2+K_2|z_k^2-1|^2.$$

Now $|z_k-1|^2=2-2\cos2\theta_k=4\sin^2\theta_k$ and $|z_k+1|^2=2+2\cos2\theta_k=4\cos^2\theta_k$. Since $z_k^2-1=(z_k-1)(z_k+1)$,

$$s_k=4\sin^2\theta_k\,\left(K_1+4K_2\cos^2\theta_k\right).$$

**The condition suffices.** The uniform shift has $s_0=0$. For $k\ne0$, $\pi/N\le\theta_k\le\pi-\pi/N$, so $\cos^2\theta_k\le\cos^2(\pi/N)$. If $K_2\ge0$, the bracket is positive. If $K_2<0$, it is at least $K_1+4K_2\cos^2(\pi/N)\ge0$. Every $s_k$ is therefore nonnegative, and so is $E$.

**The condition is necessary.** Take the waves $c_n=\cos(2\pi kn/N)$ and $d_n=\sin(2\pi kn/N)$. For each $n$ and $a$,

$$(c_{n+a}-c_n)^2+(d_{n+a}-d_n)^2=|z_k^n(z_k^a-1)|^2=|z_k^a-1|^2,$$

hence $E(c)+E(d)=N s_k$. If the ring is stable, then $s_1\ge0$, and dividing by $4\sin^2(\pi/N)>0$ gives the condition.

**All sizes.** With $x=\cos^2(\pi/N)\in[0,1]$,

$$K_1+4K_2x=(1-x)K_1+x(K_1+4K_2),$$

so $K_1+4K_2\ge0$ makes every ring stable. Conversely, if every ring is stable, letting $N\to\infty$ sends $x\to1$ and gives $K_1+4K_2\ge0$.

**Two sizes that disagree.** For $3\le N<M$, choose $K_2=-K_1/(4\cos^2(\pi/N))$. The $N$-ring sits exactly at its threshold. On the $M$-ring the expression is $K_1\left[1-\cos^2(\pi/M)/\cos^2(\pi/N)\right]<0$, because the cosine decreases strictly on $[0,\pi]$. Some displacement there has negative energy.

### What the Lean theorems say

Sites are elements of `ZMod N`, so `n + 1` and `n + 2` wrap around the ring. A displacement pattern is a function `u : ZMod N → ℝ`, and `ringEnergy K1 K2 u` is $E(u)$.

- `ring_stable_iff` is the criterion for one ring, with hypotheses `3 ≤ N` and `0 < K1`.
- `all_rings_stable_iff` is the criterion for all $N\ge3$ together.
- `small_ring_misses_instability` is the comparison of $N$ with $M$ at the explicit $K_2$ above.

The hypothesis $K_1>0$ says that nearest-neighbour bonds resist stretching. For $K_1<0$ and even $N$, the alternating pattern $u_n=(-1)^n$ has $E=4NK_1<0$ however large $K_2$ is, so the criterion would fail.

The sum runs over sites, which matters for tiny rings: at $N=3$ the second-neighbour bonds coincide with the first-neighbour ones, and at $N=4$ each second-neighbour pair is counted twice. The model is harmonic, with one displacement per atom and two constants that don't depend on $N$. It says nothing about the structure into which an unstable ring relaxes.

```lean
import Mathlib

open Finset Filter Topology ComplexConjugate
open ZMod (stdAddChar)

namespace SoftModeRing

noncomputable section

variable {N : ℕ} [NeZero N]

/-- Energy of a ring of `N` atoms with displacements `u` and first- and second-neighbour
springs `K1`, `K2`. -/
def ringEnergy (K1 K2 : ℝ) (u : ZMod N → ℝ) : ℝ :=
  ∑ n, (K1 * (u (n + 1) - u n) ^ 2 + K2 * (u (n + 2) - u n) ^ 2)

/-- Half the phase advance per site, `π k / N`, of the wave with index `k`. -/
def halfPhase (k : ZMod N) : ℝ := Real.pi * k.val / N

/-- Stiffness of the wave with index `k`. -/
def stiffness (K1 K2 : ℝ) (k : ZMod N) : ℝ :=
  4 * Real.sin (halfPhase k) ^ 2 * (K1 + 4 * K2 * Real.cos (halfPhase k) ^ 2)

/-- Fourier amplitude of the displacements `u` at wave index `k`. -/
def amplitude (u : ZMod N → ℝ) (k : ZMod N) : ℂ :=
  ∑ n, (u n : ℂ) * stdAddChar (-(k * n))

/-- The phase factor between neighbouring sites has the phase `2π k / N`. -/
theorem phase_eq (k : ZMod N) : (stdAddChar k : ℂ) =
    ⟨Real.cos (2 * halfPhase k), Real.sin (2 * halfPhase k)⟩ := by
  have h : Complex.exp (((2 * halfPhase k : ℝ) : ℂ) * Complex.I) =
      ⟨Real.cos (2 * halfPhase k), Real.sin (2 * halfPhase k)⟩ :=
    Complex.ext (Complex.exp_ofReal_mul_I_re _) (Complex.exp_ofReal_mul_I_im _)
  rw [ZMod.stdAddChar_apply, ZMod.toCircle_apply, ← h]
  congr 1
  simp only [halfPhase]
  push_cast
  ring

/-- With `z = stdAddChar k` the phase factor between neighbouring sites,
`K1 |z - 1|² + K2 |z² - 1|²` is the stiffness of the wave with index `k`. -/
theorem stiffness_eq (K1 K2 : ℝ) (k : ZMod N) :
    K1 * Complex.normSq (stdAddChar k - 1) + K2 * Complex.normSq (stdAddChar (k * 2) - 1)
      = stiffness K1 K2 k := by
  have h := Real.sin_sq_add_cos_sq (halfPhase k)
  have h1 : Complex.normSq (stdAddChar k - 1) = 4 * Real.sin (halfPhase k) ^ 2 := by
    rw [phase_eq, Complex.normSq_apply]
    simp only [Complex.sub_re, Complex.sub_im, Complex.one_re, Complex.one_im]
    rw [Real.cos_two_mul, Real.sin_two_mul]
    linear_combination (4 * (Real.cos (halfPhase k) ^ 2 - 1)) * h
  have h2 : Complex.normSq (stdAddChar k + 1) = 4 * Real.cos (halfPhase k) ^ 2 := by
    rw [phase_eq, Complex.normSq_apply]
    simp only [Complex.add_re, Complex.add_im, Complex.one_re, Complex.one_im]
    rw [Real.cos_two_mul, Real.sin_two_mul]
    linear_combination (4 * Real.cos (halfPhase k) ^ 2) * h
  -- the second-neighbour factor is z² - 1 = (z - 1)(z + 1)
  have h3 : (stdAddChar (k * 2) - 1 : ℂ) = (stdAddChar k - 1) * (stdAddChar k + 1) := by
    rw [mul_two, AddChar.map_add_eq_mul]
    ring
  rw [h3, Complex.normSq_mul, h1, h2, stiffness]
  ring

/-- Parseval's identity for real-valued functions on the ring. -/
theorem parseval (f : ZMod N → ℝ) :
    ∑ k, Complex.normSq (amplitude f k) = N * ∑ n, f n ^ 2 := by
  have orth : ∀ n m : ZMod N, ∑ k : ZMod N,
      (stdAddChar (-(k * n)) : ℂ) * conj (stdAddChar (-(k * m)) : ℂ)
        = if n = m then (N : ℂ) else 0 := by
    intro n m
    have h := AddChar.sum_mulShift (m - n) (ZMod.isPrimitive_stdAddChar N)
    calc _ = ∑ k : ZMod N, (stdAddChar (k * (m - n)) : ℂ) :=
          sum_congr rfl fun k _ => by
            rw [← AddChar.map_neg_eq_conj, ← AddChar.map_add_eq_mul]
            congr 1
            ring
      _ = _ := by
          rw [h]
          by_cases e : n = m
          · simp [e, ZMod.card]
          · simp [e, sub_eq_zero, Ne.symm e]
  apply Complex.ofReal_injective
  push_cast
  calc ∑ k, (Complex.normSq (amplitude f k) : ℂ)
      = ∑ k : ZMod N, ∑ n, ∑ m, (f n : ℂ) * f m *
          ((stdAddChar (-(k * n)) : ℂ) * conj (stdAddChar (-(k * m)) : ℂ)) :=
        sum_congr rfl fun k _ => by
          rw [← Complex.mul_conj, amplitude, map_sum, sum_mul_sum]
          refine sum_congr rfl fun n _ => sum_congr rfl fun m _ => ?_
          rw [map_mul, Complex.conj_ofReal]
          ring
    _ = ∑ n, ∑ m, (f n : ℂ) * f m * ∑ k : ZMod N,
          ((stdAddChar (-(k * n)) : ℂ) * conj (stdAddChar (-(k * m)) : ℂ)) := by
        rw [sum_comm]
        refine sum_congr rfl fun n _ => ?_
        rw [sum_comm]
        simp only [mul_sum]
    _ = N * ∑ n, (f n : ℂ) ^ 2 := by
        simp only [orth, mul_ite, mul_zero, sum_ite_eq, mem_univ, ↓reduceIte, mul_sum]
        exact sum_congr rfl fun n _ => by ring

/-- The amplitude of the stretch `u (n + a) - u n` at wave index `k` is that of `u` times
`stdAddChar (k * a) - 1`. -/
theorem amplitude_stretch (u : ZMod N → ℝ) (a k : ZMod N) :
    amplitude (fun n => u (n + a) - u n) k = (stdAddChar (k * a) - 1) * amplitude u k := by
  have h : ∑ n, (u (n + a) : ℂ) * stdAddChar (-(k * n))
      = stdAddChar (k * a) * amplitude u k := by
    rw [amplitude, mul_sum]
    refine Eq.trans ?_ (Equiv.sum_comp (Equiv.addRight a)
      (fun n => (stdAddChar (k * a) : ℂ) * ((u n : ℂ) * stdAddChar (-(k * n)))))
    refine sum_congr rfl fun n _ => ?_
    have e : (stdAddChar (-(k * n)) : ℂ)
        = stdAddChar (k * a) * stdAddChar (-(k * (n + a))) := by
      rw [← AddChar.map_add_eq_mul]
      congr 1
      ring
    simp only [Equiv.coe_addRight]
    rw [e]
    ring
  rw [sub_mul, ← h, one_mul, amplitude, amplitude, ← sum_sub_distrib]
  refine sum_congr rfl fun n _ => ?_
  push_cast
  ring

/-- `N` times the ring energy is the sum, over all wave indices `k`, of the stiffness times the
squared modulus of the amplitude of `u`. -/
theorem mode_decomposition (K1 K2 : ℝ) (u : ZMod N → ℝ) :
    N * ringEnergy K1 K2 u = ∑ k, stiffness K1 K2 k * Complex.normSq (amplitude u k) := by
  have h1 := parseval (fun n => u (n + 1) - u n)
  have h2 := parseval (fun n => u (n + 2) - u n)
  simp only [amplitude_stretch u 1, Complex.normSq_mul, mul_one] at h1
  simp only [amplitude_stretch u 2, Complex.normSq_mul] at h2
  calc N * ringEnergy K1 K2 u = K1 * (N * ∑ n, (u (n + 1) - u n) ^ 2)
        + K2 * (N * ∑ n, (u (n + 2) - u n) ^ 2) := by
        simp only [ringEnergy, sum_add_distrib, ← mul_sum]
        ring
    _ = _ := by
        rw [← h1, ← h2, mul_sum, mul_sum, ← sum_add_distrib]
        refine sum_congr rfl fun k _ => ?_
        rw [← stiffness_eq]
        ring

/-- The energies of the cosine wave and the sine wave with index `k` add up to `N` times
the stiffness. -/
theorem wave_energy (K1 K2 : ℝ) (k : ZMod N) :
    ringEnergy K1 K2 (fun n => (stdAddChar (k * n) : ℂ).re)
      + ringEnergy K1 K2 (fun n => (stdAddChar (k * n) : ℂ).im) = N * stiffness K1 K2 k := by
  have step : ∀ n a : ZMod N,
      ((stdAddChar (k * (n + a)) : ℂ).re - (stdAddChar (k * n) : ℂ).re) ^ 2
        + ((stdAddChar (k * (n + a)) : ℂ).im - (stdAddChar (k * n) : ℂ).im) ^ 2
        = Complex.normSq (stdAddChar (k * a) - 1) := by
    intro n a
    have e : (stdAddChar (k * (n + a)) - stdAddChar (k * n) : ℂ)
        = stdAddChar (k * n) * (stdAddChar (k * a) - 1) := by
      rw [mul_add, AddChar.map_add_eq_mul]
      ring
    have m : Complex.normSq (stdAddChar (k * n)) = 1 := by
      rw [phase_eq, Complex.normSq_mk]
      linear_combination Real.sin_sq_add_cos_sq (2 * halfPhase (k * n))
    rw [← one_mul (Complex.normSq (stdAddChar (k * a) - 1)), ← m, ← Complex.normSq_mul,
      ← e, Complex.normSq_apply, Complex.sub_re, Complex.sub_im]
    ring
  simp only [ringEnergy]
  rw [← sum_add_distrib]
  calc _ = ∑ _n : ZMod N, stiffness K1 K2 k := sum_congr rfl fun n _ => by
        have h1 := step n 1
        have h2 := step n 2
        rw [mul_one] at h1
        rw [← stiffness_eq]
        linear_combination K1 * h1 + K2 * h2
    _ = _ := by simp [ZMod.card]

/-- For every wave index `k ≠ 0`, `cos²` of the half phase is at most `cos²(π/N)`. -/
theorem cos_sq_le (k : ZMod N) (hk : k ≠ 0) :
    Real.cos (halfPhase k) ^ 2 ≤ Real.cos (Real.pi / N) ^ 2 := by
  have hN : (0 : ℝ) < N := by exact_mod_cast Nat.pos_of_ne_zero (NeZero.ne N)
  have hv : (1 : ℝ) ≤ k.val := by
    exact_mod_cast Nat.pos_of_ne_zero (fun h => hk ((ZMod.val_eq_zero k).mp h))
  have hv' : (k.val : ℝ) + 1 ≤ N := by exact_mod_cast ZMod.val_lt k
  have ht : 0 < Real.pi / N := div_pos Real.pi_pos hN
  have hNt : N * (Real.pi / N) = Real.pi := mul_div_cancel₀ _ hN.ne'
  have hx : halfPhase k = k.val * (Real.pi / N) := by rw [halfPhase]; ring
  have lo : Real.pi / N ≤ halfPhase k := by rw [hx]; nlinarith
  have hi : halfPhase k ≤ Real.pi - Real.pi / N := by rw [hx]; nlinarith
  apply sq_le_sq'
  · rw [← Real.cos_pi_sub]
    exact Real.cos_le_cos_of_nonneg_of_le_pi (by linarith) (by linarith) hi
  · exact Real.cos_le_cos_of_nonneg_of_le_pi ht.le (by linarith) lo

/-- For `N ≥ 3` and `K1 > 0`, the ring energy is nonnegative for all displacements
exactly when `K1 + 4 K2 cos²(π/N) ≥ 0`. -/
theorem ring_stable_iff {K1 K2 : ℝ} (hN : 3 ≤ N) (hK : 0 < K1) :
    (∀ u : ZMod N → ℝ, 0 ≤ ringEnergy K1 K2 u) ↔
      0 ≤ K1 + 4 * K2 * Real.cos (Real.pi / N) ^ 2 := by
  have hN3 : (3 : ℝ) ≤ N := by exact_mod_cast hN
  have hN0 : (0 : ℝ) < N := by linarith
  constructor
  · -- test the energy on the longest wave
    intro h
    have hp : 0 ≤ N * stiffness K1 K2 (1 : ZMod N) := by
      rw [← wave_energy]
      exact add_nonneg (h _) (h _)
    have h1 : halfPhase (1 : ZMod N) = Real.pi / N := by
      rw [halfPhase, ZMod.val_one_eq_one_mod, Nat.mod_eq_of_lt (by omega)]
      simp
    have hs : 0 < Real.sin (Real.pi / N) :=
      Real.sin_pos_of_pos_of_lt_pi (div_pos Real.pi_pos hN0)
        (div_lt_self Real.pi_pos (by linarith))
    rw [stiffness, h1] at hp
    exact (mul_nonneg_iff_of_pos_left (by positivity)).mp
      ((mul_nonneg_iff_of_pos_left hN0).mp hp)
  · -- every wave has nonnegative stiffness
    intro h u
    have hsum : 0 ≤ N * ringEnergy K1 K2 u := by
      rw [mode_decomposition]
      refine sum_nonneg fun k _ => mul_nonneg ?_ (Complex.normSq_nonneg _)
      by_cases hk : k = 0
      · simp [hk, stiffness, halfPhase]
      · refine mul_nonneg (by positivity) ?_
        rcases le_total 0 K2 with h2 | h2
        · positivity
        · nlinarith [mul_le_mul_of_nonpos_left (cos_sq_le k hk) h2]
    exact (mul_nonneg_iff_of_pos_left hN0).mp hsum

/-- For `K1 > 0`, the rings of all sizes `N ≥ 3` have nonnegative energy exactly when
`K1 + 4 K2 ≥ 0`. -/
theorem all_rings_stable_iff {K1 K2 : ℝ} (hK : 0 < K1) :
    (∀ (N : ℕ) [NeZero N], 3 ≤ N → ∀ u : ZMod N → ℝ, 0 ≤ ringEnergy K1 K2 u) ↔
      0 ≤ K1 + 4 * K2 := by
  constructor
  · intro h
    have t : Tendsto (fun m : ℕ => Real.pi / ((m + 3 : ℕ) : ℝ)) atTop (𝓝 0) :=
      (tendsto_const_div_atTop_nhds_zero_nat Real.pi).comp (tendsto_add_atTop_nat 3)
    have c : Continuous fun x : ℝ => K1 + 4 * K2 * Real.cos x ^ 2 := by fun_prop
    have l := ge_of_tendsto' ((c.tendsto 0).comp t) (fun m => by
      have : NeZero (m + 3) := ⟨by omega⟩
      exact (ring_stable_iff (N := m + 3) (by omega) hK).mp (h (m + 3) (by omega)))
    simpa using l
  · intro h N _ hN
    rw [ring_stable_iff hN hK]
    nlinarith [mul_nonneg hK.le (sub_nonneg.2 (Real.cos_sq_le_one (Real.pi / N))),
      mul_nonneg h (sq_nonneg (Real.cos (Real.pi / N)))]

/-- For `3 ≤ N < M` and `K1 > 0`, the spring `K2 = -K1 / (4 cos²(π/N))` leaves the ring of
`N` atoms with nonnegative energy, while the ring of `M` atoms has a displacement of
negative energy. -/
theorem small_ring_misses_instability {M : ℕ} [NeZero M] {K1 : ℝ} (hN : 3 ≤ N)
    (hM : N < M) (hK : 0 < K1) :
    (∀ u : ZMod N → ℝ, 0 ≤ ringEnergy K1 (-K1 / (4 * Real.cos (Real.pi / N) ^ 2)) u) ∧
      ∃ u : ZMod M → ℝ, ringEnergy K1 (-K1 / (4 * Real.cos (Real.pi / N) ^ 2)) u < 0 := by
  have hN3 : (3 : ℝ) ≤ N := by exact_mod_cast hN
  have hNM : (N : ℝ) < M := by exact_mod_cast hM
  have hpi := Real.pi_pos
  have h3 : Real.pi / N ≤ Real.pi / 3 :=
    div_le_div_of_nonneg_left hpi.le (by norm_num) hN3
  have h0 : 0 < Real.pi / N := div_pos hpi (by linarith)
  have hc : 0 < Real.cos (Real.pi / N) :=
    Real.cos_pos_of_mem_Ioo ⟨by linarith, by linarith⟩
  have hlt : Real.cos (Real.pi / N) < Real.cos (Real.pi / M) :=
    Real.cos_lt_cos_of_nonneg_of_le_pi (div_pos hpi (by linarith)).le (by linarith)
      (div_lt_div_of_pos_left hpi (by linarith) hNM)
  obtain ⟨q, hq⟩ : ∃ q, q = -K1 / (4 * Real.cos (Real.pi / N) ^ 2) := ⟨_, rfl⟩
  have hq0 : q < 0 := by
    rw [hq]
    exact div_neg_of_neg_of_pos (by linarith) (by positivity)
  have hqc : q * (4 * Real.cos (Real.pi / N) ^ 2) = -K1 := by
    rw [hq]
    exact div_mul_cancel₀ _ (by positivity)
  rw [← hq]
  constructor
  · rw [ring_stable_iff hN hK]
    linarith
  · by_contra hno
    push Not at hno
    have hs := (ring_stable_iff (by omega) hK).mp hno
    have hd : 0 < Real.cos (Real.pi / M) ^ 2 - Real.cos (Real.pi / N) ^ 2 := by nlinarith
    nlinarith [mul_neg_of_neg_of_pos hq0 hd]

end

end SoftModeRing
```

```lean
#print axioms SoftModeRing.all_rings_stable_iff
-- 'SoftModeRing.all_rings_stable_iff' depends on axioms: [propext, Classical.choice, Quot.sound]
#print axioms SoftModeRing.small_ring_misses_instability
-- 'SoftModeRing.small_ring_misses_instability' depends on axioms: [propext, Classical.choice, Quot.sound]
```

### How the lemmas fit together

`phase_eq` writes the character `stdAddChar k`, our $z_k$, through its cosine and sine. `stiffness_eq` then derives the formula for $s_k$; its `linear_combination` steps use $\sin^2+\cos^2=1$, and `h3` is the factorisation of $z_k^2-1$.

`parseval` gets the orthogonality of the waves from `AddChar.sum_mulShift` and exchanges the sums. `amplitude_stretch` shifts the index with `Equiv.sum_comp`. `mode_decomposition` combines the two into $N E=\sum_k s_k|A_k|^2$.

`wave_energy` is the identity for the cosine and sine waves, and `cos_sq_le` bounds $\cos^2\theta_k$ for $k\neq0$. In `ring_stable_iff`, the first direction uses `wave_energy` at $k=1$; the second splits on the sign of $K_2$, as above.

The limit in `all_rings_stable_iff` is taken along rings of $m+3$ atoms, and `ge_of_tendsto'` carries the inequality to the limit. The last theorem finds its negative-energy displacement by contradiction: if there were none, `ring_stable_iff` would force a nonnegative value on the $M$-ring.

For supercell phonon calculations, this harmonic one-dimensional model shows that finding no unstable displacement within one small cell does not rule out an instability at a longer wavelength.
